# Sequential and concerted barriers for electron-pair transfer on three uncoupled parabolas

## Two electrons, with and without a stop

A molecule gives two electrons to an electrode, and the surrounding solvent must rearrange. Do the electrons leave one at a time or together, and how high is the barrier?

Let q measure the solvent arrangement, with q = −1 best for the initial state and q = 1 best for the final state. If the two states are equally stable and the solvent responds linearly, then in suitable units they have energies (q + 1)² and (q − 1)². They cross at q = 0, at height 1. Now add a state with one electron transferred and energy q². It crosses the other two at q = ±1/2, at height 1/4. The intermediate replaces one high pass by two low ones. Raising its energy lifts these passes until, at offset 1, they merge at q = 0 and the advantage is gone.

## Energies and the barrier

In general the energies are

initial: L(q + 1)²
final: L(q − 1)²
intermediate: Lq² + D

Here L > 0 is the reorganisation energy of a single one-electron step, usually written λ, and D is the energy of the intermediate relative to the degenerate end states. Let E(q) be the lowest of the three energies. The greatest value of E on [−1, 1] is

(L + D)²/(4L) if −L ≤ D ≤ L,
L if D ≥ L.

The first value is the Marcus barrier for the first electron. Both are measured from the initial minimum. For D < 0 the second step, starting from the lower intermediate, has the larger barrier (L − D)²/(4L).

## Derivation from the crossing point

**When the intermediate is exposed.** The average of the two end-state energies is Lq² + L. If the intermediate lies strictly below both, it lies below their average, so D < L. Conversely, if D < L, it is lowest at q = 0, where the end states have energy L. Judged by energy alone, this separates the sequential regime from the concerted one; actual rates also depend on the electronic couplings, which are left out here.

**Symmetry.** The initial energy minus the final energy is 4Lq, so the lower end state has energy L(1 − |q|)². Hence

E(q) = min(L(1 − |q|)², Lq² + D).

**Sequential case.** Put s = (L − D)/(2L). Then D = L − 2Ls, and

Ls² + D = L(1 − s)² = (L + D)²/(4L).

Let |q| ≤ 1. If |q| < s, the intermediate energy is below this value. If |q| > s, then 0 ≤ 1 − |q| < 1 − s, and the end-state energy is below it. If |q| = s, both equal it. Such a q exists in [−1, 1] when 0 ≤ s ≤ 1, that is, when −L ≤ D ≤ L.

**Concerted case.** Let D ≥ L. On [−1, 1], L(1 − |q|)² ≤ L, with equality only at q = 0. There the intermediate energy is D ≥ L, so E(0) = L.

**Paths.** A continuous path from −1 to 1 takes every value between them, including a q where E is greatest. Leaving [−1, 1] on the way does not avoid the barrier.

## The statement in Lean

`groundEnergy L D q` is E(q), with all quantities real numbers. In `pair_transfer_barrier`, `IsGreatest (groundEnergy L D '' Icc (-1) 1) B` says that B is attained on [−1, 1] and never exceeded there. In `barrier_unavoidable`, `γ` is a solvent path, continuous for times in [0, 1].

What remains to be justified physically is the identification of a real system's free-energy surfaces with these parabolas: one coordinate, equal curvatures, evenly spaced minima, degenerate end states and no electronic coupling. Within those restrictions, the result gives a reference barrier for simulations that construct diabatic charge-transfer curves.

```lean
import Mathlib

open Set

namespace PairTransferBarrier

/-- Energy of the initial state, a parabola with quadratic coefficient `L` centred at `q = -1`. -/
def initialEnergy (L q : ℝ) : ℝ := L * (q + 1) ^ 2

/-- Energy of the final state, with both electrons transferred: a parabola with quadratic
coefficient `L` centred at `q = 1`. -/
def finalEnergy (L q : ℝ) : ℝ := L * (q - 1) ^ 2

/-- Energy of the intermediate with one electron transferred: a parabola with quadratic coefficient
`L` centred at `q = 0` and offset by `D`. -/
def intermediateEnergy (L D q : ℝ) : ℝ := L * q ^ 2 + D

/-- The ground-state energy at solvent coordinate `q` without electronic coupling: the lowest
of the three parabolas. -/
noncomputable def groundEnergy (L D q : ℝ) : ℝ :=
  min (min (initialEnergy L q) (finalEnergy L q)) (intermediateEnergy L D q)

/-- The one-electron intermediate is the strictly lowest state at some solvent coordinate
exactly when `D < L`. -/
theorem intermediate_exposed_iff (L D : ℝ) :
    (∃ q, intermediateEnergy L D q < min (initialEnergy L q) (finalEnergy L q)) ↔ D < L := by
  unfold intermediateEnergy initialEnergy finalEnergy
  constructor
  · rintro ⟨q, h⟩
    -- averaging the two end-state parabolas gives `L * q ^ 2 + L`
    obtain ⟨h1, h2⟩ := lt_min_iff.mp h
    nlinarith
  · intro h
    exact ⟨0, lt_min (by nlinarith) (by nlinarith)⟩

/-- For `L ≥ 0`, the ground-state energy is the lower of the nearer end-state parabola and the
intermediate parabola. -/
theorem groundEnergy_eq {L : ℝ} (hL : 0 ≤ L) (D q : ℝ) :
    groundEnergy L D q = min (L * (1 - |q|) ^ 2) (L * q ^ 2 + D) := by
  unfold groundEnergy intermediateEnergy initialEnergy finalEnergy
  congr 1
  rcases le_total 0 q with hq | hq
  · rw [abs_of_nonneg hq, min_eq_right (by nlinarith [mul_nonneg hL hq])]
    ring
  · rw [abs_of_nonpos hq,
      min_eq_left (by nlinarith [mul_nonneg hL (neg_nonneg.mpr hq)])]
    ring

/-- For `L > 0` and `|q| ≤ 1` the ground-state energy is at most `(L + D)² / (4 L)`, and it
equals this value exactly when `|q| = (L - D) / (2 L)`. -/
theorem sequential_transition_state {L D q : ℝ} (hL : 0 < L) (hq : |q| ≤ 1) :
    groundEnergy L D q ≤ (L + D) ^ 2 / (4 * L) ∧
      (groundEnergy L D q = (L + D) ^ 2 / (4 * L) ↔ |q| = (L - D) / (2 * L)) := by
  have h2L : 2 * L ≠ 0 := by positivity
  have h4L : 4 * L ≠ 0 := by positivity
  -- express everything through the crossing point `s`
  obtain ⟨s, hs⟩ : ∃ s, (L - D) / (2 * L) = s := ⟨_, rfl⟩
  have hD : D = L - 2 * L * s := by
    have h := (div_eq_iff h2L).mp hs
    linarith
  have hv : (L + D) ^ 2 / (4 * L) = L * (1 - s) ^ 2 := by
    rw [div_eq_iff h4L, hD]
    ring
  rw [groundEnergy_eq hL.le, hv, hs]
  have heq : |q| = s → min (L * (1 - |q|) ^ 2) (L * q ^ 2 + D) = L * (1 - s) ^ 2 := by
    intro h
    have hq2 : q ^ 2 = s ^ 2 := by rw [← sq_abs q, h]
    rw [h, hq2, hD]
    exact min_eq_left (le_of_eq (by ring))
  -- away from the crossing one of the two parabolas is strictly lower
  have hlt : |q| ≠ s → min (L * (1 - |q|) ^ 2) (L * q ^ 2 + D) < L * (1 - s) ^ 2 := by
    intro hne
    rcases lt_or_gt_of_ne hne with h | h
    · have h2 : q ^ 2 < s ^ 2 := by
        rw [← sq_abs q]
        nlinarith [abs_nonneg q]
      have h3 := mul_lt_mul_of_pos_left h2 hL
      exact lt_of_le_of_lt (min_le_right _ _) (by nlinarith)
    · have h2 : (1 - |q|) ^ 2 < (1 - s) ^ 2 := by nlinarith
      exact lt_of_le_of_lt (min_le_left _ _) (mul_lt_mul_of_pos_left h2 hL)
  refine ⟨?_, fun h => ?_, heq⟩
  · by_cases h : |q| = s
    · exact (heq h).le
    · exact (hlt h).le
  · by_contra hne
    exact (hlt hne).ne h

/-- For `0 < L ≤ D` and `|q| ≤ 1` the ground-state energy is at most `L`, and it equals `L`
exactly at `q = 0`. -/
theorem concerted_transition_state {L D q : ℝ} (hL : 0 < L) (hD : L ≤ D) (hq : |q| ≤ 1) :
    groundEnergy L D q ≤ L ∧ (groundEnergy L D q = L ↔ q = 0) := by
  have heq : q = 0 → groundEnergy L D q = L := by
    intro h
    rw [groundEnergy_eq hL.le, h, abs_zero, min_eq_left (by nlinarith)]
    ring
  have hlt : q ≠ 0 → groundEnergy L D q < L := by
    intro h
    have ha : 0 < |q| := abs_pos.mpr h
    have h2 : (1 - |q|) ^ 2 < 1 := by nlinarith
    have h3 := mul_lt_mul_of_pos_left h2 hL
    rw [groundEnergy_eq hL.le]
    exact lt_of_le_of_lt (min_le_left _ _) (by linarith)
  refine ⟨?_, fun h => ?_, heq⟩
  · by_cases h : q = 0
    · exact (heq h).le
    · exact (hlt h).le
  · by_contra hne
    exact (hlt hne).ne h

/-- Pair-transfer barrier for `L > 0`: the greatest ground-state energy on `[-1, 1]` is
`(L + D)² / (4 L)` if `-L ≤ D ≤ L`, and `L` if `D ≥ L`. -/
theorem pair_transfer_barrier {L D : ℝ} (hL : 0 < L) :
    (-L ≤ D → D ≤ L →
      IsGreatest (groundEnergy L D '' Icc (-1) 1) ((L + D) ^ 2 / (4 * L))) ∧
    (L ≤ D → IsGreatest (groundEnergy L D '' Icc (-1) 1) L) := by
  have h2L : 0 < 2 * L := by positivity
  constructor
  · intro hD1 hD2
    -- the crossing point lies between the intermediate and the final state
    have h0 : 0 ≤ (L - D) / (2 * L) := div_nonneg (by linarith) h2L.le
    have h1 : (L - D) / (2 * L) ≤ 1 := (div_le_one h2L).mpr (by linarith)
    have habs : |(L - D) / (2 * L)| = (L - D) / (2 * L) := abs_of_nonneg h0
    constructor
    · exact ⟨(L - D) / (2 * L), ⟨by linarith, h1⟩,
        (sequential_transition_state hL (habs.le.trans h1)).2.mpr habs⟩
    · rintro _ ⟨q, hq, rfl⟩
      exact (sequential_transition_state hL (abs_le.mpr ⟨hq.1, hq.2⟩)).1
  · intro hD
    constructor
    · exact ⟨0, ⟨by norm_num, by norm_num⟩,
        (concerted_transition_state hL hD (by norm_num)).2.mpr rfl⟩
    · rintro _ ⟨q, hq, rfl⟩
      exact (concerted_transition_state hL hD (abs_le.mpr ⟨hq.1, hq.2⟩)).1

/-- For `L > 0`, every continuous path of the solvent coordinate from `-1` to `1` somewhere
reaches at least the energy `(L + D)² / (4 L)` if `-L ≤ D ≤ L`, and at least `L` if `D ≥ L`. -/
theorem barrier_unavoidable {L D : ℝ} (hL : 0 < L) {γ : ℝ → ℝ}
    (hγ : ContinuousOn γ (Icc 0 1)) (h0 : γ 0 = -1) (h1 : γ 1 = 1) :
    (-L ≤ D → D ≤ L →
      ∃ t ∈ Icc (0 : ℝ) 1, (L + D) ^ 2 / (4 * L) ≤ groundEnergy L D (γ t)) ∧
    (L ≤ D → ∃ t ∈ Icc (0 : ℝ) 1, L ≤ groundEnergy L D (γ t)) := by
  -- the path passes through the transition state by the intermediate value theorem
  have key : ∀ B, IsGreatest (groundEnergy L D '' Icc (-1) 1) B →
      ∃ t ∈ Icc (0 : ℝ) 1, B ≤ groundEnergy L D (γ t) := by
    intro B hB
    obtain ⟨q, hq, hqB⟩ := hB.1
    have hmem : q ∈ Icc (γ 0) (γ 1) := by
      rw [h0, h1]
      exact hq
    obtain ⟨t, ht, htq⟩ := intermediate_value_Icc zero_le_one hγ hmem
    exact ⟨t, ht, by rw [htq, hqB]⟩
  exact ⟨fun hD1 hD2 => key _ ((pair_transfer_barrier hL).1 hD1 hD2),
    fun hD => key _ ((pair_transfer_barrier hL).2 hD)⟩

end PairTransferBarrier
```

```lean
#print axioms PairTransferBarrier.intermediate_exposed_iff
#print axioms PairTransferBarrier.pair_transfer_barrier
#print axioms PairTransferBarrier.barrier_unavoidable
```

```
'PairTransferBarrier.intermediate_exposed_iff' depends on axioms: [propext, Classical.choice, Quot.sound]
'PairTransferBarrier.pair_transfer_barrier' depends on axioms: [propext, Classical.choice, Quot.sound]
'PairTransferBarrier.barrier_unavoidable' depends on axioms: [propext, Classical.choice, Quot.sound]
```

## From the crossing point to the path theorem

`intermediate_exposed_iff` uses the averaging argument in one direction and q = 0 in the other. `groundEnergy_eq` splits on the sign of q to obtain the symmetric form.

`sequential_transition_state` introduces s and rewrites D and the barrier in terms of it. Its `heq` evaluates E at the crossing; `hlt` treats |q| < s and |q| > s, choosing the lower parabola each time. Together they give the bound and the location of equality. `concerted_transition_state` has the same structure, with q = 0 as the special point.

`pair_transfer_barrier` checks that s lies in [0, 1] and supplies it as the maximiser, or 0 in the concerted case. In `barrier_unavoidable`, `key` takes a maximiser and applies `intermediate_value_Icc` to find a time when the path passes through it.
